# For a Hermitian mode in an exact ground state, gap times variance is at most half the mean double commutator

Take two levels with $H=\mathrm{diag}(0,\Delta)$, ground state $\psi=e_0$ and the spin flip $A$, which exchanges $e_0$ and $e_1$. Then $A\psi=e_1$, so $\langle A\rangle=0$ and the variance is 1. Since $H\psi=0$ and $A^2=1$,

$$\langle\psi,[A,[H,A]]\psi\rangle=2\langle A\psi,HA\psi\rangle=2\Delta .$$

The double commutator measures the energy of the state that $A$ creates. In general that state has a part along $\psi$, which costs nothing, and a part made of excitations, each costing at least the gap. The squared norm of the second part is the variance, so

$$2\Delta\,\mathrm{Var}(A)\le\langle\psi,[A,[H,A]]\psi\rangle .$$

## States, operators and the variance

`V` is a complex inner product space of any dimension, with the inner product linear in its second slot. Operators are linear maps from all of `V` to itself, so an unbounded Hamiltonian fits only on a domain that $H$ and $A$ both preserve.

In Lean 4 with Mathlib:

```lean
import Mathlib

open scoped InnerProductSpace

namespace SingleModeApproximation

noncomputable section

variable {V : Type*} [NormedAddCommGroup V] [InnerProductSpace ℂ V]

/-- The double commutator `[B, [H, A]]`. -/
def doubleComm (B H A : Module.End ℂ V) : Module.End ℂ V :=
  B * (H * A - A * H) - (H * A - A * H) * B
```

The fluctuation $\varphi=(A-\langle A\rangle)\psi$ is `excited ψ (A ψ)`, and its squared norm is the variance.

```lean
/-- The vector `v` with its component `⟨ψ, v⟩ ψ` along the unit vector `ψ` removed. -/
def excited (ψ v : V) : V := v - ⟪ψ, v⟫_ℂ • ψ

/-- The variance of `A` in the unit vector `ψ`: the squared norm of `(A - ⟨A⟩) ψ`. -/
def variance (A : Module.End ℂ V) (ψ : V) : ℝ := ‖excited ψ (A ψ)‖ ^ 2
```

`HasGap` bounds the energy of every state orthogonal to $\psi$.

```lean
/-- Every vector `y` orthogonal to `ψ` satisfies `Re ⟨y, H y⟩ ≥ (E + Δ) ‖y‖²`. -/
def HasGap (H : Module.End ℂ V) (ψ : V) (E Δ : ℝ) : Prop :=
  ∀ y : V, ⟪ψ, y⟫_ℂ = 0 → (E + Δ) * ‖y‖ ^ 2 ≤ (⟪y, H y⟫_ℂ).re
```

The next lemma converts between $\langle y,(H-E)y\rangle$ and $\langle y,Hy\rangle$. Real parts appear because the inequality compares real numbers.

```lean
variable {H A B : Module.End ℂ V} {ψ : V} {E Δ : ℝ}

/-- The real part of `⟨y, (H - E) y⟩` is that of `⟨y, H y⟩` minus `E ‖y‖²`. -/
theorem re_shift (H : Module.End ℂ V) (E : ℝ) (y : V) :
    (⟪y, H y - (E : ℂ) • y⟫_ℂ).re = (⟪y, H y⟫_ℂ).re - E * ‖y‖ ^ 2 := by
  have h : (⟪y, y⟫_ℂ).re = ‖y‖ ^ 2 := inner_self_eq_norm_sq (𝕜 := ℂ) y
  rw [inner_sub_right, inner_smul_right, Complex.sub_re, Complex.re_ofReal_mul, h]
```

## Hermitian H and a mode with its adjoint

`IsSymmetric` says that $H$ is Hermitian. `hBA` says that $B$ is the adjoint of $A$, as for density waves of opposite wavevector. Expand

$$[B,[H,A]]=BHA-BAH-HAB+AHB .$$

In the mean, the outer $B$ or $A$ moves to the left as its adjoint, and $H$ next to $\psi$ gives $E$, on the left because $H$ is Hermitian (`h1`):

$$\langle\psi,[B,[H,A]]\psi\rangle=\langle A\psi,(H-E)A\psi\rangle+\langle B\psi,(H-E)B\psi\rangle .$$

```lean
/-- For symmetric `H` with `H ψ = E ψ` and `B` the adjoint of `A`, the mean of `[B, [H, A]]`
in `ψ` is the sum of `⟨v, (H - E) v⟩` over `v = A ψ` and `v = B ψ`. -/
theorem inner_doubleComm (hH : LinearMap.IsSymmetric H)
    (hBA : ∀ x y, ⟪B x, y⟫_ℂ = ⟪x, A y⟫_ℂ) (hψ : H ψ = (E : ℂ) • ψ) :
    ⟪ψ, doubleComm B H A ψ⟫_ℂ =
      ⟪A ψ, H (A ψ) - (E : ℂ) • A ψ⟫_ℂ + ⟪B ψ, H (B ψ) - (E : ℂ) • B ψ⟫_ℂ := by
  have hAB : ∀ x y, ⟪A x, y⟫_ℂ = ⟪x, B y⟫_ℂ := by
    intro x y
    rw [← inner_conj_symm, ← hBA, inner_conj_symm]
  have e : doubleComm B H A ψ =
      B (H (A ψ)) - (E : ℂ) • B (A ψ) - (H (A (B ψ)) - A (H (B ψ))) := by
    simp only [doubleComm, LinearMap.sub_apply, Module.End.mul_apply, map_sub, hψ, map_smul]
  -- `H` acting to the left on the eigenvector gives `E`
  have h1 : ⟪ψ, H (A (B ψ))⟫_ℂ = E * ⟪ψ, A (B ψ)⟫_ℂ := by
    rw [← hH ψ (A (B ψ)), hψ, inner_smul_left, Complex.conj_ofReal]
  rw [e]
  simp only [inner_sub_right, inner_smul_right]
  rw [h1, ← hAB ψ (H (A ψ)), ← hAB ψ (A ψ), ← hBA ψ (B ψ), ← hBA ψ (H (B ψ))]
  ring
```

Without Hermitian $H$ the bound can fail: for $H=\begin{pmatrix}0&1\\0&\Delta\end{pmatrix}$, $A=\begin{pmatrix}0&1\\1&1\end{pmatrix}$ and $\psi=e_0$, the variance is 1 but the mean is $2\Delta-1$. Without the adjoint, the raising operator $A=|e_1\rangle\langle e_0|$ in the opening system has variance 1 and $[A,[H,A]]=0$. These counterexamples are short matrix computations that the code does not contain.

## An exact eigenstate

$H\psi=E\psi$ makes $\psi$ stationary. Write $v=\langle\psi,v\rangle\psi+\varphi_v$. Then $(H-E)v=(H-E)\varphi_v$, and this vector is orthogonal to $\psi$, so

$$\langle v,(H-E)v\rangle=\langle\varphi_v,(H-E)\varphi_v\rangle .$$

These two facts are `h1` and `h2`.

```lean
/-- For symmetric `H` with `H ψ = E ψ`, subtracting `⟨ψ, v⟩ ψ` from `v` does not change
`⟨v, (H - E) v⟩`. -/
theorem excitation_energy (hH : LinearMap.IsSymmetric H) (hψ : H ψ = (E : ℂ) • ψ) (v : V) :
    ⟪v, H v - (E : ℂ) • v⟫_ℂ =
      ⟪excited ψ v, H (excited ψ v) - (E : ℂ) • excited ψ v⟫_ℂ := by
  have h1 : H (excited ψ v) - (E : ℂ) • excited ψ v = H v - (E : ℂ) • v := by
    simp only [excited, map_sub, map_smul, hψ]
    module
  have h2 : ⟪ψ, H v - (E : ℂ) • v⟫_ℂ = 0 := by
    rw [inner_sub_right, ← hH ψ v, hψ, inner_smul_left, inner_smul_right,
      Complex.conj_ofReal, sub_self]
  rw [h1, excited, inner_sub_left, inner_smul_left, h2, mul_zero, sub_zero]
```

Without this hypothesis $E$ would be a free label: lowering $E$ and raising $\Delta$ equally preserves `HasGap`, while the left side of the bound grows without limit if the variance is nonzero.

## Unit norm

Normalisation makes $\langle\psi,v\rangle\psi$ the projection of $v$ onto $\psi$, since $\langle\psi,\varphi_v\rangle=\langle\psi,v\rangle(1-\|\psi\|^2)=0$.

```lean
/-- For a unit vector `ψ`, the vector `excited ψ v` is orthogonal to `ψ`. -/
theorem inner_excited (hn : ‖ψ‖ = 1) (v : V) : ⟪ψ, excited ψ v⟫_ℂ = 0 := by
  rw [excited, inner_sub_right, inner_smul_right, inner_self_eq_norm_sq_to_K, hn]
  simp
```

For $\|\psi\|=2$ and $A=1$, the formula for `variance` gives 36 while the double commutator vanishes.

## The gap

For $\Delta>0$, `HasGap` makes the eigenstate $\psi$ the unique ground state up to phase, with all orthogonal states at least $\Delta$ higher; the theorems allow any real $\Delta$. Applied to both fluctuations, it gives

$$\langle\psi,[B,[H,A]]\psi\rangle\ge\Delta\,(\mathrm{Var}\,A+\mathrm{Var}\,B).$$

In the proof these are `h1` and `h2`, which `linarith` adds.

```lean
/-- Single-mode bound for a mode `A` with adjoint `B`: if `H` is symmetric, `ψ` is a unit
eigenvector at `E` and the gap condition holds with `Δ`, then `Δ (Var A + Var B)` is at most
the mean of `[B, [H, A]]` in `ψ`. -/
theorem single_mode_bound_adjoint (hH : LinearMap.IsSymmetric H)
    (hBA : ∀ x y, ⟪B x, y⟫_ℂ = ⟪x, A y⟫_ℂ) (hn : ‖ψ‖ = 1) (hψ : H ψ = (E : ℂ) • ψ)
    (hgap : HasGap H ψ E Δ) :
    Δ * (variance A ψ + variance B ψ) ≤ (⟪ψ, doubleComm B H A ψ⟫_ℂ).re := by
  rw [inner_doubleComm hH hBA hψ, Complex.add_re, excitation_energy hH hψ (A ψ),
    excitation_energy hH hψ (B ψ), re_shift, re_shift]
  have h1 := hgap _ (inner_excited hn (A ψ))
  have h2 := hgap _ (inner_excited hn (B ψ))
  unfold variance
  linarith
```

Setting $B=A$ gives the Hermitian case.

```lean
/-- Single-mode bound: for symmetric `H` and `A`, a unit eigenvector `ψ` of `H` at `E` and the gap
condition with `Δ`, twice `Δ` times the variance of `A` is at most the mean of `[A, [H, A]]` in `ψ`.
-/
theorem single_mode_bound (hH : LinearMap.IsSymmetric H) (hA : LinearMap.IsSymmetric A)
    (hn : ‖ψ‖ = 1) (hψ : H ψ = (E : ℂ) • ψ) (hgap : HasGap H ψ E Δ) :
    2 * Δ * variance A ψ ≤ (⟪ψ, doubleComm A H A ψ⟫_ℂ).re := by
  have h := single_mode_bound_adjoint hH (fun x y => hA x y) hn hψ hgap
  linarith
```

Without the gap condition nothing limits $\Delta$: in the opening system, any number above the level spacing, put in place of $\Delta$ in the bound, violates it.

For nonzero variance, division bounds the gap from above by expectation values in $\psi$ alone. In many-body calculations this applies when $\psi$ is the exact ground state, not a variational approximation to it. The single-mode approximation takes the ratio as an estimate of the excitation energy; the theorem says that it is never below the gap, not that it is close.

```lean
/-- For symmetric `H` and `A`, a unit eigenvector `ψ` of `H` at `E` and the gap condition with `Δ`,
if `A` has nonzero variance in `ψ`, then `Δ` is at most the mean of `[A, [H, A]]` divided by twice
the variance. -/
theorem gap_le (hH : LinearMap.IsSymmetric H) (hA : LinearMap.IsSymmetric A)
    (hn : ‖ψ‖ = 1) (hψ : H ψ = (E : ℂ) • ψ) (hgap : HasGap H ψ E Δ)
    (hv : 0 < variance A ψ) :
    Δ ≤ (⟪ψ, doubleComm A H A ψ⟫_ℂ).re / (2 * variance A ψ) := by
  rw [le_div_iff₀ (by positivity)]
  have h := single_mode_bound hH hA hn hψ hgap
  linarith
```

## At nonzero variance, equality requires an eigenvector at E + Δ

Equality means $\langle\varphi,H\varphi\rangle=(E+\Delta)\|\varphi\|^2$. Put $K=H-E-\Delta$, $w=K\varphi$ and $q=\langle w,Kw\rangle$. Then $w\perp\psi$ and $\langle\varphi,w\rangle=0$. For real $s,t$ the gap condition on $s\varphi-tw$ reads

$$0\le-2st\|w\|^2+t^2q .$$

The choice $s=0,\ t=1$ gives $q\ge0$. Then $s=q+1,\ t=\|w\|^2$ gives $0\le-(q+2)\|w\|^4$, so $w=0$ and $H\varphi=(E+\Delta)\varphi$. In the code, `key` is the inequality, and `hb` and `hc` are the two choices.

```lean
/-- For symmetric `H` with `H ψ = E ψ` and the gap condition, a vector `φ` orthogonal to `ψ`
with `⟨φ, H φ⟩ = (E + Δ) ‖φ‖²` satisfies `H φ = (E + Δ) φ`. -/
theorem eigen_of_attains (hH : LinearMap.IsSymmetric H) (hψ : H ψ = (E : ℂ) • ψ)
    (hgap : HasGap H ψ E Δ) {φ : V} (hφ : ⟪ψ, φ⟫_ℂ = 0)
    (heq : (⟪φ, H φ⟫_ℂ).re = (E + Δ) * ‖φ‖ ^ 2) :
    H φ = ((E + Δ : ℝ) : ℂ) • φ := by
  -- `w` is the residual of `φ`, and `k` the residual of `w`
  obtain ⟨w, hw⟩ : ∃ w, w = H φ - ((E + Δ : ℝ) : ℂ) • φ := ⟨_, rfl⟩
  obtain ⟨k, hk⟩ : ∃ k, k = H w - ((E + Δ : ℝ) : ℂ) • w := ⟨_, rfl⟩
  have hHφ : H φ = w + ((E + Δ : ℝ) : ℂ) • φ := by rw [hw, sub_add_cancel]
  have hHw : H w = k + ((E + Δ : ℝ) : ℂ) • w := by rw [hk, sub_add_cancel]
  have hwo : ⟪ψ, w⟫_ℂ = 0 := by
    rw [hw, inner_sub_right, ← hH ψ φ, hψ, inner_smul_left, inner_smul_right, hφ,
      mul_zero, mul_zero, sub_zero]
  have hφw : (⟪φ, w⟫_ℂ).re = 0 := by rw [hw, re_shift, heq, sub_self]
  have hww : (⟪w, w⟫_ℂ).re = ‖w‖ ^ 2 := inner_self_eq_norm_sq (𝕜 := ℂ) w
  have hφk : ⟪φ, k⟫_ℂ = ⟪w, w⟫_ℂ := by
    rw [hk, inner_sub_right, ← hH φ w, hHφ, inner_add_left, inner_smul_left,
      inner_smul_right, Complex.conj_ofReal]
    ring
  -- the gap condition on the trial vector `s φ - t w`
  have key : ∀ s t : ℝ, 0 ≤ -2 * s * t * ‖w‖ ^ 2 + t ^ 2 * (⟪w, k⟫_ℂ).re := by
    intro s t
    have h := hgap ((s : ℂ) • φ - (t : ℂ) • w) (by
      rw [inner_sub_right, inner_smul_right, inner_smul_right, hφ, hwo, mul_zero, mul_zero,
        sub_zero])
    have e := re_shift H (E + Δ) ((s : ℂ) • φ - (t : ℂ) • w)
    have hK : H ((s : ℂ) • φ - (t : ℂ) • w)
        - ((E + Δ : ℝ) : ℂ) • ((s : ℂ) • φ - (t : ℂ) • w) = (s : ℂ) • w - (t : ℂ) • k := by
      simp only [map_sub, map_smul, hHφ, hHw]
      module
    have e2 : (⟪(s : ℂ) • φ - (t : ℂ) • w, (s : ℂ) • w - (t : ℂ) • k⟫_ℂ).re =
        -2 * s * t * ‖w‖ ^ 2 + t ^ 2 * (⟪w, k⟫_ℂ).re := by
      simp only [inner_sub_left, inner_sub_right, inner_smul_left, inner_smul_right,
        Complex.conj_ofReal, Complex.sub_re, Complex.re_ofReal_mul, hφk, hφw, hww]
      ring
    rw [hK, e2] at e
    linarith
  have hb := key 0 1
  have hc := key ((⟪w, k⟫_ℂ).re + 1) (‖w‖ ^ 2)
  have hb' : 0 ≤ (⟪w, k⟫_ℂ).re := by linarith
  have h0 : (‖w‖ ^ 2) ^ 2 = 0 :=
    le_antisymm (by nlinarith [mul_nonneg (sq_nonneg (‖w‖ ^ 2)) hb']) (sq_nonneg _)
  have hw0 : w = 0 :=
    norm_eq_zero.mp (eq_zero_of_pow_eq_zero (eq_zero_of_pow_eq_zero h0))
  rw [hHφ, hw0, zero_add]
where
  eq_zero_of_pow_eq_zero {x : ℝ} (h : x ^ 2 = 0) : x = 0 := (pow_eq_zero_iff two_ne_zero).mp h
```

Conversely, the eigenvalue equation gives equality on taking the inner product with $\varphi$. If the variance is zero, $\varphi=0$ and both sides of the equivalence hold.

```lean
/-- For symmetric `H` and `A`, a unit eigenvector `ψ` of `H` at `E` and the gap condition with `Δ`,
twice `Δ` times the variance of `A` equals the mean of `[A, [H, A]]` in `ψ` exactly when
`φ = (A - ⟨A⟩) ψ` satisfies `H φ = (E + Δ) φ`. -/
theorem single_mode_eq_iff (hH : LinearMap.IsSymmetric H) (hA : LinearMap.IsSymmetric A)
    (hn : ‖ψ‖ = 1) (hψ : H ψ = (E : ℂ) • ψ) (hgap : HasGap H ψ E Δ) :
    2 * Δ * variance A ψ = (⟪ψ, doubleComm A H A ψ⟫_ℂ).re ↔
      H (excited ψ (A ψ)) = ((E + Δ : ℝ) : ℂ) • excited ψ (A ψ) := by
  rw [inner_doubleComm hH (fun x y => hA x y) hψ, Complex.add_re,
    excitation_energy hH hψ (A ψ), re_shift, variance]
  constructor
  · intro h
    exact eigen_of_attains hH hψ hgap (inner_excited hn (A ψ)) (by linarith)
  · intro h
    have e := re_shift H (E + Δ) (excited ψ (A ψ))
    rw [sub_eq_zero.mpr h, inner_zero_right, Complex.zero_re] at e
    linarith
```

## The two-level system meets every hypothesis

The opening example, with $E=0$, satisfies all the conditions with variance one.

```lean
/-- The two-level Hamiltonian `diag(0, Δ)`. -/
def twoLevel (Δ : ℝ) : EuclideanSpace ℂ (Fin 2) →ₗ[ℂ] EuclideanSpace ℂ (Fin 2) where
  toFun x := !₂[0, (Δ : ℂ) * x 1]
  map_add' x y := by ext i; fin_cases i <;> simp [mul_add]
  map_smul' c x := by ext i; fin_cases i <;> simp [mul_left_comm]

/-- The operator that exchanges the two levels. -/
def spinFlip : EuclideanSpace ℂ (Fin 2) →ₗ[ℂ] EuclideanSpace ℂ (Fin 2) where
  toFun x := !₂[x 1, x 0]
  map_add' x y := by ext i; fin_cases i <;> simp
  map_smul' c x := by ext i; fin_cases i <;> simp

/-- The two-level Hamiltonian, the exchange operator and the first basis vector meet all conditions
of `single_mode_bound` with `E = 0`, and the variance is one. -/
theorem single_mode_witness (Δ : ℝ) :
    LinearMap.IsSymmetric (twoLevel Δ) ∧ LinearMap.IsSymmetric spinFlip ∧
      ‖(!₂[1, 0] : EuclideanSpace ℂ (Fin 2))‖ = 1 ∧
      twoLevel Δ !₂[1, 0] = ((0 : ℝ) : ℂ) • !₂[1, 0] ∧
      HasGap (twoLevel Δ) !₂[1, 0] 0 Δ ∧ variance spinFlip !₂[1, 0] = 1 := by
  refine ⟨?_, ?_, ?_, ?_, ?_, ?_⟩
  · intro x y
    simp [twoLevel, PiLp.inner_apply, Fin.sum_univ_two]
    ring
  · intro x y
    simp [spinFlip, PiLp.inner_apply, Fin.sum_univ_two]
    ring
  · simp [EuclideanSpace.norm_eq, Fin.sum_univ_two]
  · ext i
    fin_cases i <;> simp [twoLevel]
  · intro y hy
    have h0 : y 0 = 0 := by simpa [PiLp.inner_apply, Fin.sum_univ_two] using hy
    have h1 : ⟪y, twoLevel Δ y⟫_ℂ = (Δ : ℂ) * (y 1 * (starRingEnd ℂ) (y 1)) := by
      simp [twoLevel, PiLp.inner_apply, Fin.sum_univ_two, mul_assoc]
    rw [h1, Complex.mul_conj, Complex.re_ofReal_mul, Complex.ofReal_re,
      EuclideanSpace.norm_sq_eq, Fin.sum_univ_two, h0, Complex.sq_norm, Complex.sq_norm,
      Complex.normSq_zero, zero_add, zero_add]
  · have h : excited !₂[1, 0] (spinFlip !₂[1, 0]) = !₂[0, 1] := by
      ext i
      fin_cases i <;> simp [excited, spinFlip, PiLp.inner_apply, Fin.sum_univ_two]
    rw [variance, h, EuclideanSpace.norm_sq_eq]
    simp [Fin.sum_univ_two]

end

end SingleModeApproximation
```

```lean
#print axioms SingleModeApproximation.single_mode_bound
-- 'SingleModeApproximation.single_mode_bound' depends on axioms: [propext, Classical.choice, Quot.sound]
#print axioms SingleModeApproximation.gap_le
-- 'SingleModeApproximation.gap_le' depends on axioms: [propext, Classical.choice, Quot.sound]
#print axioms SingleModeApproximation.single_mode_eq_iff
-- 'SingleModeApproximation.single_mode_eq_iff' depends on axioms: [propext, Classical.choice, Quot.sound]
```
